# Quadrature variance times purity exceeds 4/9 for finite mixtures of oscillator number states

The Heisenberg relation takes no account of mixing, and this leaves me with a weak consistency test. Take one oscillator mode in a mixture of number states |n⟩ with probabilities p_0, …, p_N, in units where the vacuum has quadrature variance 1/2. Heisenberg only demands a variance of at least 1/2. A computed state with variance 1 and purity Σ p_n² = 0.1 would pass, although low purity needs many occupied levels, and high levels are broad.

I have seen a Bastiaans-type bound quoted for this: Σ (2n+1) p_n times the purity is at least 8/9, which would force a variance above 4.4 in my example. Is this exact for every N or only asymptotic for strong mixing, and is 8/9 the best constant? I would like a full derivation and a machine-checked proof.

## The variance of a number-diagonal state

The inequality is exact and strict for every N, given non-negative weights that sum to one, and an explicit family of weights exceeds 8/9 by only 2/(9(N+1)(N+2)). All sums below run over n = 0, …, N. The state, its mean level E and its purity μ are

ρ = Σ p_n |n⟩⟨n|,  E = Σ (2n+1) p_n,  μ = Σ p_n².

E is twice the mean energy in units of ħω, with ω the oscillator frequency. The ladder operators act as a|n⟩ = √n |n−1⟩ and a†|n⟩ = √(n+1) |n+1⟩, and the quadrature at angle θ is

X_θ = (e^(−iθ) a + e^(iθ) a†)/√2.

It is the dimensionless position at θ = 0 and the dimensionless momentum at θ = π/2. On a number state,

X_θ|n⟩ = (e^(−iθ) √n |n−1⟩ + e^(iθ) √(n+1) |n+1⟩)/√2,

where the first term is absent for n = 0. There is no |n⟩ component, so ⟨n|X_θ|n⟩ = 0. A second application returns to |n⟩ by going up then down, or down then up, and the phases cancel on both paths:

⟨n|X_θ²|n⟩ = ((n+1) + n)/2 = (2n+1)/2.

Averaging with the weights gives Var X_θ = E/2 for every θ.

## Why Eμ exceeds 8/9

Write t₊ = max(t, 0). The first ingredient holds for all real t:

(t − ½)₊² ≤ (t₊³ − (t − 1)₊³)/3.

The right side is the integral of the convex function u₊² from u = t − 1 to u = t, and the left side is its midpoint value. Three cases prove it directly. For t ≤ ½ the left side is zero and the right side is t₊³/3 ≥ 0. For ½ ≤ t ≤ 1, put s = t − ½, so that 1 − t = ½ − s and

t³/3 − s² = s³/3 + s(½ − s)/2 + 1/24 ≥ 0.

For t ≥ 1 there is an identity:

(t³ − (t − 1)³)/3 = t² − t + 1/3 = (t − ½)² + 1/12.

Now fix a real L ≥ 1 and put t = L − n. The identity applies at n = 0 and keeps its 1/12, the inequality covers n ≥ 1, and the right sides telescope:

Σ (L − n − ½)₊² ≤ (L³ − (L − N − 1)₊³)/3 − 1/12 ≤ L³/3 − 1/12.

Since 2n + 1 ≥ 1, the weights give E ≥ Σ p_n = 1, so L = 3E/2 is allowed. Normalisation and Σ p_n (n + ½) = E/2 give

Σ p_n (L − n − ½) = L − E/2 = E.

(Among L ≥ E/2, where the average L − E/2 is non-negative and may be squared in the next step, this L maximises (L − E/2)²/L³, which is how it is chosen.) Because p_n ≥ 0, replacing each bracket by its positive part can only increase the sum. Cauchy–Schwarz then yields

E² ≤ (Σ p_n (L − n − ½)₊)² ≤ μ Σ (L − n − ½)₊² ≤ μ (9E³/8 − 1/12).

As E² ≥ 1, μ is not zero, so E² < 9E³μ/8. Dividing by 9E²/8,

E μ > 8/9,  hence  Var X_θ · μ > 4/9.

In your example μ = 0.1 requires a variance above 40/9. The bound adds to E ≥ 1 only when μ ≤ 8/9.

## Linearly decreasing weights

Cauchy–Schwarz is tight when the weights follow a clipped linear profile, which suggests

p_n = K (N + 1 − n),  K = 2/((N+1)(N+2)).

With Σ n = N(N+1)/2 and Σ n² = N(N+1)(2N+1)/6 one finds

Σ p_n = 1,  E = (2N+3)/3,  μ = K (2N+3)/3.

Since (2N+3)² = 4(N+1)(N+2) + 1,

E μ = K (2N+3)²/9 = 8/9 + K/9.

For N = 0 this is the vacuum, with product 1. For N = 1 the weights are 2/3 and 1/3, with product 25/27. K tends to zero as N grows, so no larger constant works for all N.

## The Lean objects and the theorems in words

A state vector is any sequence `ℕ → ℂ` of number-basis amplitudes. `fock n` is |n⟩, `amp k` is √k, `lower` and `raise` are a and a† written by components, `phase θ` is e^(iθ), and `quad θ` is X_θ, with `amp 2` as the √2. The matrix element ⟨n|A|n⟩ of an operator A is component n of A|n⟩, written `A (fock n) n`. The operators are not truncated at N, so X_θ|N⟩ keeps its |N+1⟩ component; matrices cut at level N would give N/2 in place of (2N+1)/2 for the top state.

The weights are a function `p : ℕ → ℝ`, of which only the values on `range (N + 1)`, that is n = 0, …, N, enter. `level N p` is E and `purity N p` is μ. `expect N p A` is Σ p_n ⟨n|A|n⟩, and `quadVariance N p θ` is ⟨X_θ²⟩ − ⟨X_θ⟩² as a complex number.

- `quadVariance_eq` says that this number equals the real number E/2. It assumes nothing about p, though it is a variance only for probabilities.
- `level_mul_purity_gt` says that 8/9 < Eμ under `hp` (p_n ≥ 0 for n ≤ N) and `hs` (Σ p_n = 1), which together are positivity and unit trace of ρ.
- `quadVariance_mul_purity_gt` says that under the same hypotheses 4/9 is below the real part of the variance times μ, for any real θ.
- `linearWeights_product` says that the linear weights are non-negative, sum to one and give 8/9 + K/9.

Several things enter as definitions. There is no inner product or density operator in the file: `raise` is given by its formula and not obtained as an adjoint, and `expect` and `purity` are the values that Tr(ρA) and Tr ρ² take for diagonal ρ. The support is finite, which excludes a thermal state with all levels occupied. The relation associated with Bastiaans's name concerns the product of position and momentum spreads in general mixed states; what is proved here is the inequality for the weights and its consequence for states without coherences between number states, where all quadratures share one variance. When all the populations of such a state are known, Var X_θ = E/2 is the sharper consistency check; the inequality serves when only the purity and a variance are known.

```lean
import Mathlib

open Finset

namespace PurityBoundedUncertainty

noncomputable section

/-- The ladder amplitude `√k`. -/
def amp (k : ℕ) : ℂ := (Real.sqrt k : ℝ)

/-- The number state `|n⟩` as a sequence of amplitudes in the number basis. -/
def fock (n k : ℕ) : ℂ := if k = n then 1 else 0

/-- The annihilation operator: `(aψ)_k = √(k+1) ψ_(k+1)`. -/
def lower (ψ : ℕ → ℂ) (k : ℕ) : ℂ := amp (k + 1) * ψ (k + 1)

/-- The creation operator: `(a†ψ)_0 = 0` and `(a†ψ)_(k+1) = √(k+1) ψ_k`. -/
def raise (ψ : ℕ → ℂ) : ℕ → ℂ
  | 0 => 0
  | k + 1 => amp (k + 1) * ψ k

/-- The phase factor `e^{iθ}`. -/
def phase (θ : ℝ) : ℂ := Complex.exp (θ * Complex.I)

/-- The rotated quadrature `X_θ = (e^{-iθ} a + e^{iθ} a†)/√2`. -/
def quad (θ : ℝ) (ψ : ℕ → ℂ) (k : ℕ) : ℂ :=
  (phase (-θ) * lower ψ k + phase θ * raise ψ k) / amp 2

/-- The expectation `∑ p_n ⟨n|A|n⟩` in the state `ρ = ∑_{n ≤ N} p_n |n⟩⟨n|`. -/
def expect (N : ℕ) (p : ℕ → ℝ) (A : (ℕ → ℂ) → ℕ → ℂ) : ℂ :=
  ∑ n ∈ range (N + 1), (p n : ℂ) * A (fock n) n

/-- The variance `⟨X_θ²⟩ - ⟨X_θ⟩²` in the number-diagonal state with weights `p`. -/
def quadVariance (N : ℕ) (p : ℕ → ℝ) (θ : ℝ) : ℂ :=
  expect N p (fun ψ => quad θ (quad θ ψ)) - expect N p (quad θ) ^ 2

/-- The mean of `2n + 1`, twice the mean energy in units of `ħω`. -/
def level (N : ℕ) (p : ℕ → ℝ) : ℝ := ∑ n ∈ range (N + 1), (2 * (n : ℝ) + 1) * p n

/-- The purity `∑ p_n²` of the number-diagonal state. -/
def purity (N : ℕ) (p : ℕ → ℝ) : ℝ := ∑ n ∈ range (N + 1), p n ^ 2

/-- Linearly decreasing weights `p_n = 2 (N + 1 - n) / ((N + 1)(N + 2))`. -/
def linearWeights (N n : ℕ) : ℝ := 2 / (((N : ℝ) + 1) * (N + 2)) * (N + 1 - n)

/-- The square of the ladder amplitude `√k` is `k`. -/
theorem amp_mul_self (k : ℕ) : amp k * amp k = k := by
  unfold amp
  rw [← Complex.ofReal_mul, Real.mul_self_sqrt (Nat.cast_nonneg k)]
  simp

/-- The state `a†|n⟩` has no amplitude on `|k⟩` unless `k = n + 1`. -/
theorem raise_fock_ne (n k : ℕ) (h : k ≠ n + 1) : raise (fock n) k = 0 := by
  cases k with
  | zero => rfl
  | succ j =>
    have h0 : fock n j = 0 := if_neg (by omega)
    show amp (j + 1) * fock n j = 0
    rw [h0, mul_zero]

/-- In a number state, `⟨n|X_θ|n⟩ = 0` and `⟨n|X_θ²|n⟩ = (2n + 1)/2`. -/
theorem quad_moments (θ : ℝ) (n : ℕ) :
    quad θ (fock n) n = 0 ∧ quad θ (quad θ (fock n)) n = (2 * n + 1) / 2 := by
  have h0 : ∀ n k, k ≠ n → fock n k = 0 := fun n k h => if_neg h
  have h1 : ∀ n, fock n n = 1 := fun n => if_pos rfl
  have hp : phase (-θ) * phase θ = 1 := by
    unfold phase
    rw [← Complex.exp_add]
    simp
  have hw : (amp 2)⁻¹ * (amp 2)⁻¹ = 1 / 2 := by
    rw [← mul_inv, amp_mul_self]
    norm_num
  -- amplitude of `X|n⟩` on `|n+1⟩`
  have up : quad θ (fock n) (n + 1) = phase θ * amp (n + 1) / amp 2 := by
    show (phase (-θ) * (amp (n + 1 + 1) * fock n (n + 1 + 1))
      + phase θ * (amp (n + 1) * fock n n)) / amp 2 = _
    rw [h0 n (n + 1 + 1) (by omega), h1 n]
    ring
  constructor
  · show (phase (-θ) * (amp (n + 1) * fock n (n + 1)) + phase θ * raise (fock n) n) / amp 2 = 0
    rw [h0 n (n + 1) (by omega), raise_fock_ne n n (by omega)]
    ring
  · cases n with
    | zero =>
      show (phase (-θ) * (amp (0 + 1) * quad θ (fock 0) (0 + 1)) + phase θ * 0) / amp 2 = _
      rw [up]
      calc _ = (phase (-θ) * phase θ) * (amp (0 + 1) * amp (0 + 1))
            * ((amp 2)⁻¹ * (amp 2)⁻¹) := by ring
        _ = _ := by rw [hp, hw, amp_mul_self (0 + 1)]; norm_num
    | succ m =>
      -- amplitude of `X|m+1⟩` on `|m⟩`
      have down : quad θ (fock (m + 1)) m = phase (-θ) * amp (m + 1) / amp 2 := by
        show (phase (-θ) * (amp (m + 1) * fock (m + 1) (m + 1))
          + phase θ * raise (fock (m + 1)) m) / amp 2 = _
        rw [h1 (m + 1), raise_fock_ne (m + 1) m (by omega)]
        ring
      show (phase (-θ) * (amp (m + 1 + 1) * quad θ (fock (m + 1)) (m + 1 + 1))
        + phase θ * (amp (m + 1) * quad θ (fock (m + 1)) m)) / amp 2 = _
      rw [up, down]
      calc _ = (phase (-θ) * phase θ)
            * (amp (m + 1 + 1) * amp (m + 1 + 1) + amp (m + 1) * amp (m + 1))
            * ((amp 2)⁻¹ * (amp 2)⁻¹) := by ring
        _ = _ := by
          rw [hp, hw, amp_mul_self (m + 1 + 1), amp_mul_self (m + 1)]
          push_cast
          ring

/-- For number-diagonal weights the variance of every quadrature is `∑ (2n + 1) p_n / 2`. -/
theorem quadVariance_eq (N : ℕ) (p : ℕ → ℝ) (θ : ℝ) :
    quadVariance N p θ = ((level N p / 2 : ℝ) : ℂ) := by
  have h1 : expect N p (quad θ) = 0 :=
    sum_eq_zero fun n _ => by rw [(quad_moments θ n).1, mul_zero]
  have h2 : expect N p (fun ψ => quad θ (quad θ ψ)) = ((level N p / 2 : ℝ) : ℂ) := by
    unfold expect level
    push_cast
    rw [Finset.sum_div]
    refine sum_congr rfl fun n _ => ?_
    have h := (quad_moments θ n).2
    linear_combination (p n : ℂ) * h
  unfold quadVariance
  rw [h1, h2]
  ring

/-- Midpoint inequality for the positive part: `(t - 1/2)₊² ≤ (t₊³ - (t - 1)₊³)/3`. -/
theorem hinge_sq_le (t : ℝ) :
    max (t - 1 / 2) 0 ^ 2 ≤ (max t 0 ^ 3 - max (t - 1) 0 ^ 3) / 3 := by
  rcases le_total t (1 / 2) with h | h
  · rw [max_eq_right (show t - 1 / 2 ≤ 0 by linarith), max_eq_right (show t - 1 ≤ 0 by linarith)]
    nlinarith [pow_nonneg (le_max_right t 0) 3]
  · rw [max_eq_left (show 0 ≤ t - 1 / 2 by linarith), max_eq_left (show 0 ≤ t by linarith)]
    rcases le_total t 1 with h' | h'
    · rw [max_eq_right (show t - 1 ≤ 0 by linarith)]
      nlinarith [pow_nonneg (sub_nonneg.2 h) 3, mul_nonneg (sub_nonneg.2 h) (sub_nonneg.2 h')]
    · rw [max_eq_left (show 0 ≤ t - 1 by linarith)]
      nlinarith

/-- For `L ≥ 1`, `∑_{n ≤ N} (L - n - 1/2)₊² ≤ (L³ - (L - N - 1)₊³)/3 - 1/12`. -/
theorem sum_hinge_sq_le (L : ℝ) (hL : 1 ≤ L) (N : ℕ) :
    ∑ n ∈ range (N + 1), max (L - n - 1 / 2) 0 ^ 2
      ≤ (L ^ 3 - max (L - N - 1) 0 ^ 3) / 3 - 1 / 12 := by
  induction N with
  | zero =>
    simp only [zero_add, sum_range_one, Nat.cast_zero, sub_zero]
    rw [max_eq_left (show 0 ≤ L - 1 / 2 by linarith), max_eq_left (show 0 ≤ L - 1 by linarith)]
    nlinarith
  | succ k ih =>
    have h := hinge_sq_le (L - (k + 1 : ℕ))
    have e : L - k - 1 = L - (k + 1 : ℕ) := by push_cast; ring
    rw [e] at ih
    rw [sum_range_succ]
    linarith

/-- For probabilities `p_0, …, p_N`, the product of `∑ (2n + 1) p_n` and the purity
`∑ p_n²` is strictly larger than `8/9`. -/
theorem level_mul_purity_gt (N : ℕ) (p : ℕ → ℝ) (hp : ∀ n ∈ range (N + 1), 0 ≤ p n)
    (hs : ∑ n ∈ range (N + 1), p n = 1) : 8 / 9 < level N p * purity N p := by
  obtain ⟨E, hE⟩ : ∃ E, E = level N p := ⟨_, rfl⟩
  have hE1 : 1 ≤ E := by
    rw [hE, ← hs]
    refine sum_le_sum fun n hn => ?_
    nlinarith [mul_nonneg (Nat.cast_nonneg (α := ℝ) n) (hp n hn)]
  -- with `L = 3E/2`, the average of `L - n - 1/2` is `E`
  have h1 : ∑ n ∈ range (N + 1), (3 * E / 2 * p n - 1 / 2 * ((2 * (n : ℝ) + 1) * p n)) = E := by
    rw [sum_sub_distrib, ← mul_sum, ← mul_sum, hs]
    unfold level at hE
    rw [← hE]
    ring
  have h2 : E ≤ ∑ n ∈ range (N + 1), p n * max (3 * E / 2 - n - 1 / 2) 0 := by
    refine h1.symm.le.trans (sum_le_sum fun n hn => ?_)
    nlinarith [mul_le_mul_of_nonneg_left (le_max_left (3 * E / 2 - n - 1 / 2) 0) (hp n hn)]
  -- Cauchy-Schwarz against the hinge profile
  have h3 := Finset.sum_mul_sq_le_sq_mul_sq (range (N + 1)) p
    (fun n => max (3 * E / 2 - n - 1 / 2) 0)
  have h4 := sum_hinge_sq_le (3 * E / 2) (by linarith) N
  have h5 := pow_nonneg (le_max_right (3 * E / 2 - N - 1) 0) 3
  have hμ : 0 ≤ purity N p := sum_nonneg fun n _ => sq_nonneg _
  have h6 : E ^ 2 ≤ purity N p * ((3 * E / 2) ^ 3 / 3 - 1 / 12) :=
    ((pow_le_pow_left₀ (by linarith) h2 2).trans h3).trans
      (mul_le_mul_of_nonneg_left (by linarith) hμ)
  rw [← hE]
  by_contra hc
  have hc' : E * purity N p ≤ 8 / 9 := not_lt.1 hc
  rcases hμ.eq_or_lt with h | h
  · rw [← h] at h6
    nlinarith
  · nlinarith [mul_le_mul_of_nonneg_left hc' (sq_nonneg E)]

/-- In a number-diagonal state the variance of any quadrature times the purity exceeds `4/9`. -/
theorem quadVariance_mul_purity_gt (N : ℕ) (p : ℕ → ℝ) (θ : ℝ)
    (hp : ∀ n ∈ range (N + 1), 0 ≤ p n) (hs : ∑ n ∈ range (N + 1), p n = 1) :
    4 / 9 < (quadVariance N p θ).re * purity N p := by
  rw [quadVariance_eq, Complex.ofReal_re]
  linarith [level_mul_purity_gt N p hp hs]

/-- The linearly decreasing weights are probabilities, and for them the product equals
`8/9 + (2 / ((N + 1)(N + 2))) / 9`. -/
theorem linearWeights_product (N : ℕ) :
    (∀ n ∈ range (N + 1), 0 ≤ linearWeights N n) ∧
    ∑ n ∈ range (N + 1), linearWeights N n = 1 ∧
    level N (linearWeights N) * purity N (linearWeights N)
      = 8 / 9 + 2 / (((N : ℝ) + 1) * (N + 2)) / 9 := by
  have poly : ∀ (a b c : ℝ) (M : ℕ), ∑ n ∈ range (M + 1), (a + b * n + c * (n : ℝ) ^ 2)
      = a * (M + 1) + b * (M * (M + 1)) / 2 + c * (M * (M + 1) * (2 * M + 1)) / 6 := by
    intro a b c M
    induction M with
    | zero => simp
    | succ k ih => rw [sum_range_succ, ih]; push_cast; ring
  unfold level purity linearWeights
  have hK0 : 0 ≤ 2 / (((N : ℝ) + 1) * (N + 2)) := by positivity
  have hK : 2 / (((N : ℝ) + 1) * (N + 2)) * ((N + 1) * (N + 2)) = 2 :=
    div_mul_cancel₀ _ (by positivity)
  generalize 2 / (((N : ℝ) + 1) * (N + 2)) = K at hK0 hK ⊢
  have hE : ∑ n ∈ range (N + 1), (2 * (n : ℝ) + 1) * (K * (N + 1 - n)) = (2 * N + 3) / 3 := by
    rw [sum_congr rfl (g := fun n : ℕ => K * (N + 1) + K * (2 * N + 1) * n + -2 * K * (n : ℝ) ^ 2)
      (fun n _ => by ring), poly]
    linear_combination (2 * (N : ℝ) + 3) / 6 * hK
  have hμ : ∑ n ∈ range (N + 1), (K * ((N : ℝ) + 1 - n)) ^ 2 = K * (2 * N + 3) / 3 := by
    rw [sum_congr rfl (g := fun n : ℕ =>
      K ^ 2 * (N + 1) ^ 2 + -2 * K ^ 2 * (N + 1) * n + K ^ 2 * (n : ℝ) ^ 2)
      (fun n _ => by ring), poly]
    linear_combination K * (2 * (N : ℝ) + 3) / 6 * hK
  refine ⟨fun n hn => mul_nonneg hK0 ?_, ?_, ?_⟩
  · have h : (n : ℝ) < ((N + 1 : ℕ) : ℝ) := Nat.cast_lt.2 (mem_range.1 hn)
    push_cast at h
    linarith
  · rw [sum_congr rfl (g := fun n : ℕ => K * (N + 1) + -K * n + 0 * (n : ℝ) ^ 2)
      (fun n _ => by ring), poly]
    linear_combination 1 / 2 * hK
  · rw [hE, hμ]
    linear_combination 4 / 9 * hK

end

end PurityBoundedUncertainty
```

```lean
#print axioms PurityBoundedUncertainty.quadVariance_mul_purity_gt
#print axioms PurityBoundedUncertainty.linearWeights_product
```

```
'PurityBoundedUncertainty.quadVariance_mul_purity_gt' depends on axioms: [propext, Classical.choice, Quot.sound]
'PurityBoundedUncertainty.linearWeights_product' depends on axioms: [propext, Classical.choice, Quot.sound]
```

## How the tactics follow the algebra

`amp_mul_self` is √k · √k = k, and `raise_fock_ne` says that a†|n⟩ lives only on |n+1⟩. In `quad_moments`, `up` and `down` are the two amplitudes of X_θ|n⟩, `hp` cancels the phases, and `hw` turns the two factors 1/√2 into ½. The split `cases n` separates the vacuum, which has only the up-then-down path. `quadVariance_eq` sums these moments term by term.

`hinge_sq_le` splits at t = ½ and t = 1, resolves each `max` except t₊ in the first case, where t₊³ ≥ 0 is enough, and calls `nlinarith`. The hints in the middle case are s³ ≥ 0 and s(1 − t) ≥ 0, the two terms displayed above. `sum_hinge_sq_le` does the telescoping by induction on N: the base case is the identity with the 1/12, and the step adds `hinge_sq_le` at t = L − (k+1), where k is the previous cutoff.

In `level_mul_purity_gt`, `hE1` gives E ≥ 1, `h1` evaluates the average of L − n − ½ at L = 3E/2, and `h2` passes to positive parts. Cauchy–Schwarz is `Finset.sum_mul_sq_le_sq_mul_sq` in `h3`; `h4` and `h5` bound the sum of squares and discard the non-negative cube, and `h6` chains these into E² ≤ μ((3E/2)³/3 − 1/12). The division is replaced by a contradiction. If μ = 0, then E² ≤ 0 conflicts with E ≥ 1. If μ > 0, the assumption Eμ ≤ 8/9 multiplied by E² turns `h6` into E² ≤ E² − μ/12. The variance bound follows by rewriting with `quadVariance_eq` and halving.

In `linearWeights_product`, `poly` sums a general quadratic in n. After `generalize`, K is a symbol with K ≥ 0 and K(N+1)(N+2) = 2, and each closed form is a multiple of that relation, confirmed by `linear_combination`.

## Counter-examples with a hypothesis removed

The examples below, like the limit K → 0 behind the optimality of 8/9, are ordinary arithmetic and are not among the theorems of the file.

Without normalisation, N = 0 and p_0 = ½ give E = ½, μ = ¼ and Eμ = 1/8. Without positivity, N = 1 with p_0 = 3/2 and p_1 = −½ sums to one, but E = 3/2 − 3/2 = 0, so Eμ = 0.

Without diagonality the single-quadrature bound fails. The pure state (3|0⟩ − |2⟩)/√10 has purity 1 and ⟨X_0⟩ = 0. Its mean of 2n + 1 is 7/5 and ⟨a²⟩ = ⟨a†²⟩ = −3√2/10, so

Var X_0 = (7/5 − 3√2/5)/2 ≈ 0.28 < 4/9.
